# At most one highest-weight state, up to a factor, for each \(J_z\) eigenvalue of two coupled spins

To find which states of two coupled spins are annihilated by the total raising operator, we label each one-spin state by the number of steps it lies below the top state, not by its magnetic quantum number. For spins \(a/2\) and \(b/2\), with \(a,b\) natural numbers and \(\hbar=1\), the product state \((i,j)\) has \(m_1=a/2-i\) and \(m_2=b/2-j\), where \(0\le i\le a\) and \(0\le j\le b\). All indices are then natural numbers, even for half-integer spin.

**Claim.** For every natural \(k\), the vectors \(v\) with \(J_+v=0\) and \(J_zv=\left(\tfrac{a+b}{2}-k\right)v\) form a space of dimension 1 if \(k\le\min(a,b)\), and 0 otherwise.

A nonzero vector of this kind is the top state of a multiplet with total spin \(J=\frac{a+b}{2}-k\), because \(J^2=J_-J_++J_z^2+J_z\). For two centres with fixed local spins, as in a Heisenberg exchange model, the claim therefore gives the possible total spins. This last reading is an argument by hand, since \(J^2\) and \(J_-\) are not defined in the Lean code.

## Solving the two eigenvalue conditions by hand

Let \(\ell_a(i)=\sqrt{i(a+1-i)}\), the usual factor \(\sqrt{(s-m)(s+m+1)}\) with \(s=a/2\) and \(m=s-i\). In components,

\[
(J_+v)(i,j)=\ell_a(i+1)\,v(i+1,j)+\ell_b(j+1)\,v(i,j+1),
\]
\[
(J_zv)(i,j)=\left(\tfrac{a+b}{2}-(i+j)\right)v(i,j),
\]

where the first term of \(J_+v\) is absent for \(i=a\) and the second for \(j=b\).

**Support.** If \(v(i,j)\ne0\), the \(J_z\) equation gives \(i+j=k\).

**Edges.** Let \(J_+v=0\) and \(v(0,j)=0\) for all \(j\). If row \(i<a\) vanishes, the equation at \((i,j)\) reduces to \(\ell_a(i+1)\,v(i+1,j)=0\). Since \(\ell_a(i+1)^2=(i+1)(a-i)>0\), row \(i+1\) vanishes too, and by induction \(v=0\). The same argument works from the edge \(j=0\).

**Case \(k>\min(a,b)\).** If \(k>b\), a nonzero \(v(0,j)\) would need \(j=k>b\), so the edge \(i=0\) is empty. If \(k>a\), the edge \(j=0\) is empty. Either way \(v=0\).

**Case \(k\le\min(a,b)\).** Put \(\alpha_a(i)=\sqrt{(a-i)!/i!}\). For \(i<a\),

\[
\ell_a(i+1)\,\alpha_a(i+1)=\sqrt{\frac{(i+1)(a-i)\,(a-i-1)!}{(i+1)!}}=\alpha_a(i).
\]

Define \(w(i,j)=(-1)^i\alpha_a(i)\alpha_b(j)\) for \(i+j=k\), and zero otherwise. When \(i+j+1=k\), we have \(i<a\) and \(j<b\), so

\[
(J_+w)(i,j)=\left[(-1)^{i+1}+(-1)^i\right]\alpha_a(i)\alpha_b(j)=0.
\]

For all other \((i,j)\) both terms vanish. Thus \(w\) is a solution, and \(w(0,k)\neq0\).

Given any solution \(v\), set \(c=v(0,k)/w(0,k)\). The difference \(v-cw\) is again a solution. On the edge \(i=0\) only its component \((0,k)\) could be nonzero, and that one has been subtracted away. Hence \(v=cw\).

For \(a=b=k=1\), \(w\) is \((0,1)-(1,0)\); normalised, this is the singlet \((\lvert\uparrow\downarrow\rangle-\lvert\downarrow\uparrow\rangle)/\sqrt2\).

## Spin matrices and the highest-weight space in Lean

```lean
import Mathlib

open Matrix
open scoped Kronecker

namespace CoupledSpinHighestWeight

noncomputable section
```

The parameter `a` is twice the spin, and `ladder a i` is \(\ell_a(i)\).

```lean
/-- The ladder coefficient `√(i (a + 1 - i))` with which `J₊` of a spin `a/2` raises the state lying
`i` steps below the top, for `i ≤ a`. -/
def ladder (a i : ℕ) : ℝ := √((i : ℝ) * ((a : ℝ) + 1 - i))
```

Row `i`, column `j` of `spinPlus` is nonzero only for \(j=i+1\): the matrix takes the state `j` one step up.

```lean
/-- The raising matrix `J₊` of a spin `a/2`; the index counts steps down from the top state. -/
def spinPlus (a : ℕ) : Matrix (Fin (a + 1)) (Fin (a + 1)) ℂ :=
  Matrix.of fun i j => if (i : ℕ) + 1 = (j : ℕ) then (ladder a (j : ℕ) : ℂ) else 0

/-- The matrix `Jz` of a spin `a/2`, diagonal with entries `a/2 - i`. -/
def spinZ (a : ℕ) : Matrix (Fin (a + 1)) (Fin (a + 1)) ℂ :=
  Matrix.diagonal fun i => (a : ℂ) / 2 - ((i : ℕ) : ℂ)
```

The total operators are Kronecker sums, with `1` the identity on the other spin.

```lean
/-- Total `J₊` of two spins `a/2` and `b/2`. -/
def totalPlus (a b : ℕ) : Matrix (Fin (a + 1) × Fin (b + 1)) (Fin (a + 1) × Fin (b + 1)) ℂ :=
  spinPlus a ⊗ₖ 1 + 1 ⊗ₖ spinPlus b

/-- Total `Jz` of two spins `a/2` and `b/2`. -/
def totalZ (a b : ℕ) : Matrix (Fin (a + 1) × Fin (b + 1)) (Fin (a + 1) × Fin (b + 1)) ℂ :=
  spinZ a ⊗ₖ 1 + 1 ⊗ₖ spinZ b
```

A two-spin state is a complex function of index pairs. The next definition collects the solutions of both equations, including the zero vector, for any complex `M`; its proofs check closure under addition and scaling.

```lean
/-- The space of two-spin vectors `v` with `J₊ v = 0` and `Jz v = M v`. -/
def highestWeightSpace (a b : ℕ) (M : ℂ) : Submodule ℂ (Fin (a + 1) × Fin (b + 1) → ℂ) where
  carrier := {v | totalPlus a b *ᵥ v = 0 ∧ totalZ a b *ᵥ v = M • v}
  zero_mem' := by simp
  add_mem' := by
    rintro v w ⟨hv, hv'⟩ ⟨hw, hw'⟩
    exact ⟨by rw [mulVec_add, hv, hw, add_zero], by rw [mulVec_add, hv', hw', smul_add]⟩
  smul_mem' := by
    rintro c v ⟨hv, hv'⟩
    exact ⟨by rw [mulVec_smul, hv, smul_zero], by rw [mulVec_smul, hv', smul_comm]⟩
```

The space is the full tensor product. That a real pair of spins has this state space is a physical assumption: it fails for two electrons in the same orbital, where antisymmetry leaves only the singlet.

`amplitude` is the one-spin factor \(\alpha_a(i)\), and `coupledVector` is the unnormalised \(w\).

```lean
/-- The one-spin factor `√((a - i)! / i!)` of the coupled amplitudes, for `i ≤ a`. -/
def amplitude (a i : ℕ) : ℝ := √(((a - i).factorial : ℝ) / (i.factorial : ℝ))

/-- The two-spin vector with amplitudes `(-1)^i √((a-i)!/i!) √((b-j)!/j!)` on the product states
with `i + j = k`, and zero on all others. -/
def coupledVector (a b k : ℕ) : Fin (a + 1) × Fin (b + 1) → ℂ := fun p =>
  if (p.1 : ℕ) + (p.2 : ℕ) = k then
    (-1) ^ (p.1 : ℕ) * (amplitude a (p.1 : ℕ) : ℂ) * (amplitude b (p.2 : ℕ) : ℂ) else 0
```

## The operators in components

The sum in the matrix product has at most one nonzero term, and none in the lowest state.

```lean
/-- `J₊` of one spin drops the top amplitude and moves each other amplitude one step up, times the
ladder coefficient; nothing arrives in the lowest state. -/
theorem spinPlus_mulVec (a : ℕ) (f : Fin (a + 1) → ℂ) (i : Fin (a + 1)) :
    (spinPlus a *ᵥ f) i = if h : (i : ℕ) + 1 < a + 1 then
      (ladder a ((i : ℕ) + 1) : ℂ) * f ⟨(i : ℕ) + 1, h⟩ else 0 := by
  simp only [Matrix.mulVec, dotProduct, spinPlus, Matrix.of_apply]
  by_cases h : (i : ℕ) + 1 < a + 1
  · rw [dif_pos h, Finset.sum_eq_single (⟨(i : ℕ) + 1, h⟩ : Fin (a + 1))]
    · simp
    · intro j _ hj
      have hne : (i : ℕ) + 1 ≠ (j : ℕ) := fun e => hj (Fin.ext e.symm)
      simp [hne]
    · simp
  · rw [dif_neg h]
    apply Finset.sum_eq_zero
    intro j _
    have hne : (i : ℕ) + 1 ≠ (j : ℕ) := by
      have := j.isLt
      omega
    simp [hne]
```

For the total operator, each identity matrix collapses one of the two sums.

```lean
/-- Total `J₊` raises the first spin with the second fixed, plus the second with the first
fixed. -/
theorem totalPlus_mulVec (a b : ℕ) (v : Fin (a + 1) × Fin (b + 1) → ℂ)
    (i : Fin (a + 1)) (j : Fin (b + 1)) :
    (totalPlus a b *ᵥ v) (i, j) =
      (spinPlus a *ᵥ fun i' => v (i', j)) i + (spinPlus b *ᵥ fun j' => v (i, j')) j := by
  have hT : ∀ (x : Fin (a + 1)) (y : Fin (b + 1)), totalPlus a b (i, j) (x, y) =
      spinPlus a i x * (if j = y then 1 else 0) + (if i = x then 1 else 0) * spinPlus b j y := by
    intro x y
    change spinPlus a i x * (1 : Matrix (Fin (b + 1)) (Fin (b + 1)) ℂ) j y
      + (1 : Matrix (Fin (a + 1)) (Fin (a + 1)) ℂ) i x * spinPlus b j y = _
    rw [Matrix.one_apply, Matrix.one_apply]
  have hsum : (totalPlus a b *ᵥ v) (i, j) = ∑ x, ∑ y,
      (spinPlus a i x * (if j = y then 1 else 0)
        + (if i = x then 1 else 0) * spinPlus b j y) * v (x, y) := by
    change ∑ p : Fin (a + 1) × Fin (b + 1), totalPlus a b (i, j) p * v p = _
    rw [Fintype.sum_prod_type]
    exact Finset.sum_congr rfl fun x _ => Finset.sum_congr rfl fun y _ =>
      congrArg (fun t => t * v (x, y)) (hT x y)
  rw [hsum]
  simp only [add_mul, Finset.sum_add_distrib]
  change _ = ∑ x, spinPlus a i x * v (x, j) + ∑ y, spinPlus b j y * v (i, y)
  -- each identity matrix collapses one of the two sums
  congr 1
  · simp
  · rw [Finset.sum_comm]
    simp
```

Total \(J_z\) is shown to be diagonal, which gives its component formula.

```lean
/-- Total `Jz` multiplies the amplitude of the product state `(i, j)` by `(a+b)/2 - (i+j)`. -/
theorem totalZ_mulVec (a b : ℕ) (v : Fin (a + 1) × Fin (b + 1) → ℂ)
    (i : Fin (a + 1)) (j : Fin (b + 1)) :
    (totalZ a b *ᵥ v) (i, j) =
      (((a : ℂ) + b) / 2 - (((i : ℕ) + (j : ℕ) : ℕ) : ℂ)) * v (i, j) := by
  have hd : totalZ a b = Matrix.diagonal
      (fun p => ((a : ℂ) + b) / 2 - (((p.1 : ℕ) + (p.2 : ℕ) : ℕ) : ℂ)) := by
    ext ⟨i, j⟩ ⟨i', j'⟩
    by_cases hi : i = i' <;> by_cases hj : j = j' <;>
      simp [totalZ, spinZ, Matrix.kroneckerMap_apply, hi, hj]
    ring
  rw [hd, Matrix.mulVec_diagonal]
```

## Support, recursion and edges

The support condition follows by cancelling the nonzero component `v (i, j)` from the \(J_z\) equation.

```lean
/-- A highest-weight vector with `Jz` eigenvalue `(a+b)/2 - k` contains only product states that
lie `k` steps in total below the top. -/
theorem steps_eq_of_ne_zero {a b k : ℕ} {v : Fin (a + 1) × Fin (b + 1) → ℂ}
    (hv : v ∈ highestWeightSpace a b (((a : ℂ) + b) / 2 - k))
    {i : Fin (a + 1)} {j : Fin (b + 1)} (hx : v (i, j) ≠ 0) : (i : ℕ) + (j : ℕ) = k := by
  have e := congrFun hv.2 (i, j)
  rw [totalZ_mulVec, Pi.smul_apply, smul_eq_mul] at e
  have e' := mul_right_cancel₀ hx e
  have h : (((i : ℕ) + (j : ℕ) : ℕ) : ℂ) = (k : ℂ) := by linear_combination -e'
  exact Nat.cast_injective (R := ℂ) h
```

The factorial identity is proved by writing \(a=i+1+d\), which removes the natural-number subtractions.

```lean
/-- The factorial amplitudes undo the ladder coefficients: for `i < a`, the coefficient of step
`i + 1` times the amplitude at `i + 1` is the amplitude at `i`. -/
theorem ladder_mul_amplitude {a i : ℕ} (h : i < a) :
    ladder a (i + 1) * amplitude a (i + 1) = amplitude a i := by
  obtain ⟨d, rfl⟩ : ∃ d, a = i + 1 + d := Nat.exists_eq_add_of_le h
  have hl : ladder (i + 1 + d) (i + 1) = √(((i : ℝ) + 1) * ((d : ℝ) + 1)) := by
    unfold ladder
    congr 1
    push_cast
    ring
  have e1 : i + 1 + d - (i + 1) = d := by omega
  have e2 : i + 1 + d - i = d + 1 := by omega
  unfold amplitude
  rw [hl, e1, e2, ← Real.sqrt_mul (by positivity)]
  congr 1
  simp only [Nat.factorial_succ]
  push_cast
  rw [← mul_div_assoc, div_eq_div_iff (by positivity) (by positivity)]
  ring
```

The edge argument is an induction on `n`, once for each spin. The ladder coefficient is nonzero because its product with an amplitude is a positive amplitude.

```lean
/-- A vector killed by total `J₊` is zero if it has no component with the first spin in its top
state, or none with the second spin in its top state. -/
theorem eq_zero_of_edge {a b : ℕ} {v : Fin (a + 1) × Fin (b + 1) → ℂ}
    (h : totalPlus a b *ᵥ v = 0) (h0 : (∀ j, v (0, j) = 0) ∨ (∀ i, v (i, 0) = 0)) : v = 0 := by
  have hl : ∀ c n : ℕ, n < c → (ladder c (n + 1) : ℂ) ≠ 0 := by
    intro c n hn hz
    have hs := ladder_mul_amplitude hn
    rw [Complex.ofReal_eq_zero.mp hz, zero_mul] at hs
    have hp : 0 < amplitude c n := by
      unfold amplitude
      positivity
    exact hp.ne hs
  rcases h0 with h0 | h0
  · -- march down the first spin
    have key : ∀ (n : ℕ) (hn : n < a + 1) (j : Fin (b + 1)), v (⟨n, hn⟩, j) = 0 := by
      intro n
      induction n with
      | zero => intro hn j; simpa using h0 j
      | succ n ih =>
        intro hn j
        have hn' : n < a + 1 := by omega
        have z : (fun j' => v (⟨n, hn'⟩, j')) = 0 := funext fun j' => ih hn' j'
        have e := congrFun h (⟨n, hn'⟩, j)
        rw [totalPlus_mulVec, z, Matrix.mulVec_zero, spinPlus_mulVec, dif_pos hn] at e
        simp only [Pi.zero_apply, add_zero] at e
        exact (mul_eq_zero.mp e).resolve_left (hl a n (by omega))
    exact funext fun p => key p.1 p.1.isLt p.2
  · -- march down the second spin
    have key : ∀ (n : ℕ) (hn : n < b + 1) (i : Fin (a + 1)), v (i, ⟨n, hn⟩) = 0 := by
      intro n
      induction n with
      | zero => intro hn i; simpa using h0 i
      | succ n ih =>
        intro hn i
        have hn' : n < b + 1 := by omega
        have z : (fun i' => v (i', ⟨n, hn'⟩)) = 0 := funext fun i' => ih hn' i'
        have e := congrFun h (i, ⟨n, hn'⟩)
        rw [totalPlus_mulVec, z, Matrix.mulVec_zero, spinPlus_mulVec, dif_pos hn] at e
        simp only [Pi.zero_apply, zero_add] at e
        exact (mul_eq_zero.mp e).resolve_left (hl b n (by omega))
    exact funext fun p => key p.2 p.2.isLt p.1
```

## The explicit solution and its uniqueness

In the \(J_+\) part below, `s1` and `s2` are the factorial identity for the two spins, and `linear_combination` adds them with opposite signs.

```lean
/-- For `k ≤ a` and `k ≤ b` the explicit coupled vector is killed by `J₊`, has `Jz` eigenvalue
`(a+b)/2 - k`, and has a nonzero component on the product state `(0, k)`. -/
theorem coupledVector_mem {a b k : ℕ} (ha : k ≤ a) (hb : k ≤ b) :
    coupledVector a b k ∈ highestWeightSpace a b (((a : ℂ) + b) / 2 - k) ∧
      coupledVector a b k (0, ⟨k, Nat.lt_succ_of_le hb⟩) ≠ 0 := by
  refine ⟨⟨?_, ?_⟩, ?_⟩
  · funext ⟨i, j⟩
    rw [totalPlus_mulVec, spinPlus_mulVec, spinPlus_mulVec]
    by_cases hk : (i : ℕ) + (j : ℕ) + 1 = k
    · -- the two ways of reaching `(i, j)` cancel
      have hi : (i : ℕ) < a := by omega
      have hj : (j : ℕ) < b := by omega
      have e1 : (i : ℕ) + 1 + (j : ℕ) = k := by omega
      have e2 : (i : ℕ) + ((j : ℕ) + 1) = k := by omega
      have s1 : (ladder a ((i : ℕ) + 1) : ℂ) * (amplitude a ((i : ℕ) + 1) : ℂ)
          = (amplitude a (i : ℕ) : ℂ) := by
        rw [← Complex.ofReal_mul, ladder_mul_amplitude hi]
      have s2 : (ladder b ((j : ℕ) + 1) : ℂ) * (amplitude b ((j : ℕ) + 1) : ℂ)
          = (amplitude b (j : ℕ) : ℂ) := by
        rw [← Complex.ofReal_mul, ladder_mul_amplitude hj]
      rw [dif_pos (Nat.succ_lt_succ hi), dif_pos (Nat.succ_lt_succ hj)]
      simp only [coupledVector, Pi.zero_apply]
      rw [if_pos e1, if_pos e2]
      linear_combination (-1) ^ ((i : ℕ) + 1) * (amplitude b (j : ℕ) : ℂ) * s1
        + (-1) ^ (i : ℕ) * (amplitude a (i : ℕ) : ℂ) * s2
    · have n1 : ¬ ((i : ℕ) + 1 + (j : ℕ) = k) := by omega
      have n2 : ¬ ((i : ℕ) + ((j : ℕ) + 1) = k) := by omega
      simp [coupledVector, n1, n2]
  · funext ⟨i, j⟩
    rw [totalZ_mulVec, Pi.smul_apply, smul_eq_mul]
    by_cases h : (i : ℕ) + (j : ℕ) = k
    · rw [h]
    · have hz : coupledVector a b k (i, j) = 0 := if_neg h
      rw [hz, mul_zero, mul_zero]
  · have hne : ∀ c n : ℕ, amplitude c n ≠ 0 := fun c n => by
      unfold amplitude
      positivity
    simp [coupledVector, hne]
```

The condition \(k\le b\) alone does not suffice here. Take \(a=0\), \(b=1\), \(k=1\): then \(w\) is the product state \((0,1)\), which \(J_+\) raises to \((0,0)\) instead of annihilating it.

Uniqueness follows the subtraction by hand, with `c` the ratio of the components at `q`, the pair \((0,k)\).

```lean
/-- For `k ≤ a` and `k ≤ b`, the vectors `v` with `J₊ v = 0` and `Jz v = ((a+b)/2 - k) v` are
exactly the complex multiples of the explicit coupled vector. -/
theorem highestWeightSpace_eq_span {a b k : ℕ} (ha : k ≤ a) (hb : k ≤ b) :
    highestWeightSpace a b (((a : ℂ) + b) / 2 - k) = Submodule.span ℂ {coupledVector a b k} := by
  obtain ⟨hw, hne⟩ := coupledVector_mem ha hb
  apply le_antisymm
  · intro v hv
    let q : Fin (a + 1) × Fin (b + 1) := (0, ⟨k, Nat.lt_succ_of_le hb⟩)
    let c : ℂ := v q / coupledVector a b k q
    have hd := Submodule.sub_mem _ hv (Submodule.smul_mem _ c hw)
    -- the difference has no component with the first spin in its top state
    have hz : v - c • coupledVector a b k = 0 := by
      refine eq_zero_of_edge hd.1 (Or.inl fun j => ?_)
      by_contra hx
      have hj := steps_eq_of_ne_zero hd hx
      have hq : j = ⟨k, Nat.lt_succ_of_le hb⟩ := Fin.ext (by simpa using hj)
      apply hx
      rw [hq]
      change v q - v q / coupledVector a b k q * coupledVector a b k q = 0
      rw [div_mul_cancel₀ _ hne, sub_self]
    exact Submodule.mem_span_singleton.mpr ⟨c, (sub_eq_zero.mp hz).symm⟩
  · rw [Submodule.span_singleton_le_iff_mem]
    exact hw
```

## The dimension and the allowed eigenvalues

`Module.finrank ℂ` is the complex dimension. The first branch uses the span of a nonzero vector; the second finds the empty edge and applies `eq_zero_of_edge`.

```lean
/-- For two spins `a/2` and `b/2`, the vectors killed by total `J₊` with `Jz` eigenvalue
`(a+b)/2 - k` form a space of dimension 1 if `k ≤ min a b`, and 0 otherwise. -/
theorem finrank_highestWeightSpace (a b k : ℕ) :
    Module.finrank ℂ (highestWeightSpace a b (((a : ℂ) + b) / 2 - k)) =
      if k ≤ min a b then 1 else 0 := by
  split_ifs with h
  · obtain ⟨ha, hb⟩ := le_min_iff.mp h
    rw [highestWeightSpace_eq_span ha hb]
    exact finrank_span_singleton fun h0 => (coupledVector_mem ha hb).2 (by rw [h0]; rfl)
  · rw [Submodule.finrank_eq_zero, Submodule.eq_bot_iff]
    intro v hv
    apply eq_zero_of_edge hv.1
    -- the states `k` steps down miss one of the two edges
    have hk : b < k ∨ a < k := by omega
    rcases hk with hk | hk
    · refine Or.inl fun j => ?_
      by_contra hx
      have e := steps_eq_of_ne_zero hv hx
      have := j.isLt
      simp only [Fin.val_zero] at e
      omega
    · refine Or.inr fun i => ?_
      by_contra hx
      have e := steps_eq_of_ne_zero hv hx
      have := i.isLt
      simp only [Fin.val_zero] at e
      omega
```

The last theorem starts from an arbitrary complex \(M\). Any nonzero component \((i,j)\) of a solution forces \(M=\frac{a+b}{2}-(i+j)\), and the dimension theorem then bounds \(i+j\) by \(\min(a,b)\). Conversely, \(w\) supplies a nonzero vector for each allowed \(k\).

```lean
/-- A nonzero vector killed by `J₊` with `Jz` eigenvalue `M` exists exactly when
`M = (a+b)/2 - k` for some natural `k ≤ min a b`. -/
theorem exists_highestWeight_iff (a b : ℕ) (M : ℂ) :
    (∃ v ∈ highestWeightSpace a b M, v ≠ 0) ↔
      ∃ k : ℕ, k ≤ min a b ∧ M = ((a : ℂ) + b) / 2 - k := by
  constructor
  · rintro ⟨v, hv, h0⟩
    obtain ⟨⟨i, j⟩, hx⟩ := Function.ne_iff.mp h0
    -- any occupied product state fixes the eigenvalue
    have e := congrFun hv.2 (i, j)
    rw [totalZ_mulVec, Pi.smul_apply, smul_eq_mul] at e
    have hM := (mul_right_cancel₀ hx e).symm
    refine ⟨(i : ℕ) + (j : ℕ), ?_, hM⟩
    by_contra hk
    have f := finrank_highestWeightSpace a b ((i : ℕ) + (j : ℕ))
    rw [if_neg hk, Submodule.finrank_eq_zero, ← hM] at f
    rw [f] at hv
    exact h0 ((Submodule.mem_bot ℂ).mp hv)
  · rintro ⟨k, hk, rfl⟩
    obtain ⟨ha, hb⟩ := le_min_iff.mp hk
    obtain ⟨hw, hne⟩ := coupledVector_mem ha hb
    exact ⟨_, hw, fun h0 => hne (by rw [h0]; rfl)⟩

end

end CoupledSpinHighestWeight
```

```lean
#print axioms CoupledSpinHighestWeight.finrank_highestWeightSpace
#print axioms CoupledSpinHighestWeight.exists_highestWeight_iff
```

```
'CoupledSpinHighestWeight.finrank_highestWeightSpace' depends on axioms: [propext, Classical.choice, Quot.sound]
'CoupledSpinHighestWeight.exists_highestWeight_iff' depends on axioms: [propext, Classical.choice, Quot.sound]
```
